# Exact change of a Chebyshev polynomial between two non-commuting operators

For elements `a` and `b` of any ring, the theorem writes T_{n+1}(a) − T_{n+1}(b) as U_n(a)(a − b) plus twice the sum over k from 0 to n − 1 of U_{n−1−k}(a)(a − b)T_{k+1}(b), where T and U are the Chebyshev polynomials of the first and second kind. If `a` and `b` are two Hamiltonian matrices, this is the exact change of a Chebyshev polynomial of the Hamiltonian under a perturbation, which need not be small or commute with either matrix. The proof first shows that sums weighted with U obey the Chebyshev recursion with a source term. It then goes by two-step induction on n, with n = 0 and n = 1 as base cases.

As first written in Lean, the proof fails:

```lean
import Mathlib

open Finset Filter Topology
open scoped Matrix.Norms.L2Operator

namespace ChebTSub

/-- Chebyshev polynomial of the first kind `T_n`, evaluated at an element of any ring by the
three-term recursion. -/
def chebT {A : Type*} [Ring A] : ℕ → A → A
  | 0, _ => 1
  | 1, a => a
  | n + 2, a => 2 * a * chebT (n + 1) a - chebT n a

/-- Chebyshev polynomial of the second kind `U_n`, evaluated at an element of any ring by the
three-term recursion. -/
def chebU {A : Type*} [Ring A] : ℕ → A → A
  | 0, _ => 1
  | 1, a => 2 * a
  | n + 2, a => 2 * a * chebU (n + 1) a - chebU n a

/-- Exact perturbation formula: the change of `T_{n+1}` between two elements `a` and `b`, which
need not commute, is a sum of terms each containing `a - b` once. -/
theorem chebT_sub {A : Type*} [Ring A] (n : ℕ) (a b : A) :
    chebT (n + 1) a - chebT (n + 1) b = chebU n a * (a - b) +
      2 * ∑ k ∈ range n, chebU (n - 1 - k) a * ((a - b) * chebT (k + 1) b) := by
  -- a sum weighted with `U` obeys the Chebyshev recursion with a source term
  have conv : ∀ (x : ℕ → A) (n : ℕ),
      ∑ k ∈ range (n + 2), chebU (n + 2 - 1 - k) a * x k =
        2 * a * ∑ k ∈ range (n + 1), chebU (n + 1 - 1 - k) a * x k
          - ∑ k ∈ range n, chebU (n - 1 - k) a * x k + x (n + 1) := by
    intro x n
    have h : ∑ k ∈ range n, chebU (n + 2 - 1 - k) a * x k =
        2 * a * ∑ k ∈ range n, chebU (n + 1 - 1 - k) a * x k
          - ∑ k ∈ range n, chebU (n - 1 - k) a * x k := by
      rw [mul_sum, ← sum_sub_distrib]
      refine sum_congr rfl fun k hk => ?_
      obtain ⟨m, rfl⟩ : ∃ m, n = k + 1 + m :=
        ⟨n - (k + 1), by have := mem_range.1 hk; omega⟩
      rw [show k + 1 + m + 2 - 1 - k = m + 2 by omega,
        show k + 1 + m + 1 - 1 - k = m + 1 by omega,
        show k + 1 + m - 1 - k = m by omega, chebU]
      noncomm_ring
    rw [sum_range_succ, sum_range_succ, h, sum_range_succ,
      show n + 2 - 1 - n = 1 by omega, show n + 2 - 1 - (n + 1) = 0 by omega,
      show n + 1 - 1 - n = 0 by omega]
    simp only [chebU]
    noncomm_ring
  induction n using Nat.twoStepInduction with
  | zero => simp [chebT, chebU]
  | one =>
    simp only [chebT, chebU, sum_range_one]
    noncomm_ring
  | more n ih1 ih2 =>
    have h2 : chebT (n + 2) a - chebT (n + 2) b = chebU (n + 1) a * (a - b) +
      2 * ∑ k ∈ range (n + 1), chebU (n + 1 - 1 - k) a * ((a - b) * chebT (k + 1) b) := ih2
    have eT : ∀ c : A, chebT (n + 2 + 1) c = 2 * c * chebT (n + 2) c - chebT (n + 1) c :=
      fun _ => rfl
    have eU : chebU (n + 2) a = 2 * a * chebU (n + 1) a - chebU n a := rfl
    rw [conv (fun k => (a - b) * chebT (k + 1) b) n, eT, eT, eU]
    generalize ∑ k ∈ range (n + 1), chebU (n + 1 - 1 - k) a * ((a - b) * chebT (k + 1) b) = S at *
    generalize ∑ k ∈ range n, chebU (n - 1 - k) a * ((a - b) * chebT (k + 1) b) = R at *
    linear_combination (norm := noncomm_ring) 2 * a * h2 - ih1

end ChebTSub
```

The error:

```
Main.lean:51:8: error: unsolved goals
case one
A : Type u_1
inst✝ : Ring A
a b : A
conv :
  ∀ (x : ℕ → A) (n : ℕ),
    ∑ k ∈ range (n + 2), chebU (n + 2 - 1 - k) a * x k =
      2 * a * ∑ k ∈ range (n + 1), chebU (n + 1 - 1 - k) a * x k - ∑ k ∈ range n, chebU (n - 1 - k) a * x k + x (n + 1)
⊢ 2 • (a * a) + -2 • (b * b) = 2 • (a * a) + (-2 • (a * b) + (2 • (chebU 0 a * (a * b)) + -2 • (chebU 0 a * (b * b))))
```

After these edits no error is left:

```diff
@@ -50,5 +50,5 @@
   | zero => simp [chebT, chebU]
   | one =>
-    simp only [chebT, chebU, sum_range_one]
+    simp only [chebT, chebU, sum_range_one, Nat.sub_self]
     noncomm_ring
   | more n ih1 ih2 =>
```

The error is in the base case n = 1, where `noncomm_ring` leaves a goal that still contains `chebU 0 a`. That factor is 1 by definition, and with 1 in its place the two sides agree. But `noncomm_ring` does not unfold `chebU`, so it treats the factor as an unknown ring element and cannot cancel the terms.

The preceding `simp only` was meant to remove it. After `sum_range_one` the factor reads `chebU (1 - 1 - 0) a`, and the defining equation for index `0` does not rewrite it in that form. `simp only` does not use the default arithmetic simplification procedures, and none of the listed lemmas evaluates the subtraction. The index appears as `0` in the message because it was simplified later, during `noncomm_ring`, when the equations of `chebU` were no longer in use.

Adding `Nat.sub_self` turns `1 - 1` into `0` and then `0 - 0` into `0` within the same `simp only` call. The equation for `chebU 0 a` now applies, the factor becomes 1, and `noncomm_ring` closes the goal.
